# For r^g with 0 < g < 1, the central difference has a fixed relative error at the first uniform grid point and a second-order one on a logarithmic grid

The radial Dirac equation of a heavy atom can be discretised on a radial grid, which may be uniform or logarithmic. With a point nucleus and |κ| = 1, where κ is the relativistic angular quantum number, the reduced radial functions, which are r times the radial factors of the spinor, start at the nucleus like r^g with an exponent g between 0 and 1, so their slope diverges at the origin. Suppose derivatives are taken by central differences. On a uniform grid with step h, the relative error for r^g at the first point r = h is

2^(g−1)/g − 1 > 0,

whatever the value of h. On a grid uniform in x = ln r, with h now the step in x, it is sinh(gh)/(gh) − 1 at every point, which behaves as g²h²/6 for small h.

```lean
import Mathlib

open Filter Topology

namespace RadialDiracGrid

noncomputable section
```

## The error being measured

For a function f, a position x and a step h, the central difference is

D(f, x, h) = [f(x + h) − f(x − h)] / (2h).

```lean
/-- The central difference quotient of `f` at `x` with step `h`, for `h ≠ 0`. -/
def centralDiff (f : ℝ → ℝ) (x h : ℝ) : ℝ := (f (x + h) - f (x - h)) / (2 * h)
```

Its relative error compares it with the true derivative:

ε(f, x, h) = D(f, x, h) / f′(x) − 1.

In Lean f′(x) is Mathlib's `deriv`, which returns 0 where no derivative exists; the proofs below therefore establish differentiability and compute the derivative explicitly. All numbers are real, so rounding plays no part.

```lean
/-- The relative error of the central difference as an approximation to the derivative,
for `h ≠ 0` and `f` differentiable at `x` with nonzero derivative. -/
def relError (f : ℝ → ℝ) (x h : ℝ) : ℝ := centralDiff f x h / deriv f x - 1
```

The function under study is the pure power u(r) = r^g, the leading behaviour near the nucleus and not a full solution of the Dirac equation.

```lean
/-- The power-law radial function `u(r) = r^g`, for `r ≥ 0`. -/
def radial (g r : ℝ) : ℝ := r ^ g
```

In the logarithmic variable the same function is u(e^x). Since du/dx = r du/dr, dividing a numerical du/dx by the known r gives du/dr with the same relative error, so the two grids can be compared directly.

```lean
/-- The same radial function in the logarithmic variable `x = ln r`. -/
def logRadial (g x : ℝ) : ℝ := radial g (Real.exp x)
```

## Refinement rescales the first point

For r > 0 the power rule gives

u′(r) = g r^(g−1).

```lean
/-- For `r > 0` the derivative of `r^g` is `g r^(g-1)`. -/
theorem deriv_radial (g : ℝ) {r : ℝ} (hr : 0 < r) :
    deriv (radial g) r = g * r ^ (g - 1) :=
  (Real.hasDerivAt_rpow_const (Or.inl hr.ne')).deriv
```

Now multiply position and step by the same c > 0. Each function value gains a factor c^g and the denominator 2h a factor c, so

D(u, cr, ch) = c^(g−1) D(u, r, h),
u′(cr) = c^(g−1) u′(r).

The factors cancel in the ratio, and ε(u, cr, ch) = ε(u, r, h). At the n-th grid point, r = nh with n ≥ 1, the error therefore depends on n and g but not on h. At a fixed radius the index n grows under refinement, and the usual convergence of the central difference is not in conflict with this.

The hypothesis `h ≤ r` keeps the left neighbour r − h non-negative, as `Real.mul_rpow` requires when it extracts c^g. After that the remaining powers are replaced by letters and `field_simp` does the cancellation.

```lean
/-- For `g > 0` and a step `0 < h ≤ r`, the relative error for `r^g` is unchanged when
position and step are scaled by the same positive factor. -/
theorem relError_scale {g c r h : ℝ} (hg : 0 < g) (hc : 0 < c) (hh : 0 < h) (hr : h ≤ r) :
    relError (radial g) (c * r) (c * h) = relError (radial g) r h := by
  have r0 : 0 < r := lt_of_lt_of_le hh hr
  have hcg : c ^ g ≠ 0 := (Real.rpow_pos_of_pos hc g).ne'
  have hrg : r ^ g ≠ 0 := (Real.rpow_pos_of_pos r0 g).ne'
  unfold relError centralDiff
  rw [deriv_radial g (mul_pos hc r0), deriv_radial g r0]
  unfold radial
  -- the common factor c^g comes out of every function value
  rw [← mul_add, ← mul_sub, Real.mul_rpow hc.le (by linarith),
    Real.mul_rpow hc.le (by linarith), Real.rpow_sub_one (mul_pos hc r0).ne',
    Real.rpow_sub_one r0.ne', Real.mul_rpow hc.le r0.le]
  generalize c ^ g = C at hcg ⊢
  generalize r ^ g = R at hrg ⊢
  generalize (r + h) ^ g = A
  generalize (r - h) ^ g = B
  field_simp
```

At the first point, r = h, the left neighbour is the origin, where u(0) = 0 because g > 0. Hence

D(u, h, h) = (2h)^g / (2h) = 2^(g−1) h^(g−1),
u′(h) = g h^(g−1),
ε(u, h, h) = 2^(g−1)/g − 1.

The proof makes this evaluation directly, without the scaling theorem: `Real.zero_rpow` removes the value at the origin, and `Real.rpow_sub_one` writes each power with exponent g − 1 as a quotient.

```lean
/-- At the first point `r = h` of a uniform grid the relative error for `r^g`, `g > 0`,
is `2^(g-1)/g - 1`, whatever the step `h > 0`. -/
theorem relError_first_point {g h : ℝ} (hg : 0 < g) (hh : 0 < h) :
    relError (radial g) h h = 2 ^ (g - 1) / g - 1 := by
  have hp : h ^ g ≠ 0 := (Real.rpow_pos_of_pos hh g).ne'
  unfold relError centralDiff
  rw [deriv_radial g hh]
  unfold radial
  -- the left neighbour is the origin, where u vanishes
  rw [sub_self, Real.zero_rpow hg.ne', sub_zero, ← two_mul,
    Real.mul_rpow (by norm_num) hh.le, Real.rpow_sub_one hh.ne',
    Real.rpow_sub_one (by norm_num : (2 : ℝ) ≠ 0)]
  generalize h ^ g = p at hp ⊢
  generalize (2 : ℝ) ^ g = q
  field_simp
```

For g = 1/2 and h = 0.01, the difference quotient is √0.02/0.02 ≈ 7.071 and the derivative is 0.5/√0.01 = 5. With h = 0.0001 they are 70.71 and 50. The ratio is √2 both times, an error of about 41 %.

To see that the error is positive for every g between 0 and 1, use exp t ≥ 1 + t with t = (g − 1) ln 2, and then ln 2 < 1:

2^(g−1) ≥ 1 − (1 − g) ln 2 > 1 − (1 − g) = g.

In the code `h1` is the exponential inequality and `h2` the bound on ln 2; `nlinarith` combines them using the positive product (1 − g)(1 − ln 2).

```lean
/-- The number `2^(g-1)/g - 1` is strictly positive for `0 < g < 1`. -/
theorem first_point_error_pos {g : ℝ} (hg : 0 < g) (hg1 : g < 1) :
    0 < (2 : ℝ) ^ (g - 1) / g - 1 := by
  rw [sub_pos, one_lt_div hg, Real.rpow_def_of_pos (by norm_num : (0 : ℝ) < 2)]
  have h1 := Real.add_one_le_exp (Real.log 2 * (g - 1))
  have h2 : Real.log 2 < 1 := by linarith [Real.log_two_lt_d9]
  nlinarith [mul_pos (sub_pos.mpr hg1) (sub_pos.mpr h2)]
```

Strict positivity already fails if g < 1 is relaxed to g ≤ 1. At g = 1 the function is u = r, its central difference is exact, and the formula gives 2⁰/1 − 1 = 0.

## The logarithmic grid treats all points alike

In the variable x the power law is an exponential, u = e^(gx). Then

D = e^(gx) (e^(gh) − e^(−gh)) / (2h) = e^(gx) sinh(gh)/h,
du/dx = g e^(gx),

and the local value e^(gx) cancels:

ε = sinh(gh)/(gh) − 1.

The position x has disappeared, so points close to the nucleus are no worse than the others. In the proof, `hf` rewrites the function as an exponential, `hd` supplies its derivative, and `e1` and `e2` split off the common factor.

```lean
/-- On a logarithmic grid the relative error for `r^g`, `g ≠ 0`, with step `h ≠ 0` is
`sinh(gh)/(gh) - 1` at every point `x = ln r`. -/
theorem relError_log {g h : ℝ} (hg : g ≠ 0) (hh : h ≠ 0) (x : ℝ) :
    relError (logRadial g) x h = Real.sinh (g * h) / (g * h) - 1 := by
  have hf : logRadial g = fun t => Real.exp (g * t) := by
    funext t
    unfold logRadial radial
    rw [mul_comm, Real.exp_mul]
  have hd : HasDerivAt (fun t => Real.exp (g * t)) (Real.exp (g * x) * (g * 1)) x :=
    ((hasDerivAt_id x).const_mul g).exp
  have e1 : Real.exp (g * (x + h)) = Real.exp (g * x) * Real.exp (g * h) := by
    rw [← Real.exp_add, mul_add]
  have e2 : Real.exp (g * (x - h)) = Real.exp (g * x) * Real.exp (-(g * h)) := by
    rw [← Real.exp_add, mul_sub, sub_eq_add_neg]
  have hE : Real.exp (g * x) ≠ 0 := Real.exp_ne_zero _
  unfold relError centralDiff
  rw [hf, hd.deriv, Real.sinh_eq]
  simp only [e1, e2]
  -- the local value exp(gx) cancels
  generalize Real.exp (g * x) = E at hE ⊢
  generalize Real.exp (g * h) = a
  generalize Real.exp (-(g * h)) = b
  field_simp
```

To find the size of this error for small h, expand sinh. For |y| ≤ 1, Mathlib's `Real.exp_bound` says that the Taylor polynomial of e^y through degree 4 is accurate to |y|⁵/100. Apply it at y and at −y and take half the difference. The even powers cancel, leaving

|sinh y − y − y³/6| ≤ |y|⁵/100.

```lean
/-- For `|y| ≤ 1` the cubic Taylor polynomial of `sinh y` is accurate to `|y|^5/100`. -/
theorem sinh_taylor {y : ℝ} (hy : |y| ≤ 1) :
    |Real.sinh y - y - y ^ 3 / 6| ≤ |y| ^ 5 / 100 := by
  have h1 := Real.exp_bound (x := y) hy (n := 5) (by norm_num)
  have h2 := Real.exp_bound (x := -y) (by rwa [abs_neg]) (n := 5) (by norm_num)
  rw [abs_neg] at h2
  rw [abs_le] at h1 h2
  norm_num [Finset.sum_range_succ, Nat.factorial] at h1 h2
  obtain ⟨h1a, h1b⟩ := h1
  obtain ⟨h2a, h2b⟩ := h2
  rw [Real.sinh_eq, abs_le]
  constructor <;> linarith
```

With y = gh,

ε/h² − g²/6 = (sinh y − y − y³/6) / (g h³).

The numerator is at most |gh|⁵/100 in absolute value, so for |gh| ≤ 1

|ε/h² − g²/6| ≤ g⁴h²/100.

The identity is `key` in the code. For g = 1/2 and h = 0.1 the error is about 0.000417, and ε/h² differs from g²/6 = 1/24 by at most 0.00000625.

```lean
/-- For `g ≠ 0`, `h ≠ 0` and `|gh| ≤ 1`, the logarithmic-grid relative error divided by `h²`
differs from `g²/6` by at most `g⁴h²/100`. -/
theorem relError_log_bound {g h : ℝ} (hg : g ≠ 0) (hh : h ≠ 0) (hs : |g * h| ≤ 1) (x : ℝ) :
    |relError (logRadial g) x h / h ^ 2 - g ^ 2 / 6| ≤ g ^ 4 * h ^ 2 / 100 := by
  have key : relError (logRadial g) x h / h ^ 2 - g ^ 2 / 6
      = (Real.sinh (g * h) - g * h - (g * h) ^ 3 / 6) / (g * h ^ 3) := by
    rw [relError_log hg hh]
    generalize Real.sinh (g * h) = s
    field_simp
  have hg4 : |g| ^ 4 = g ^ 4 := by
    rw [← abs_pow]
    exact abs_of_nonneg (by positivity)
  rw [key, abs_div, div_le_iff₀ (abs_pos.mpr (mul_ne_zero hg (pow_ne_zero 3 hh)))]
  refine (sinh_taylor hs).trans (le_of_eq ?_)
  rw [abs_mul, abs_mul, abs_pow, ← hg4, ← sq_abs h]
  ring
```

## Both grids in one theorem

For 0 < g < 1 the next theorem states three things:

- For every h > 0, the uniform-grid error at r = h equals 2^(g−1)/g − 1 and is positive.
- For every x and every h ≠ 0, the logarithmic-grid error equals sinh(gh)/(gh) − 1.
- For every x, that error divided by h² tends to g²/6 as h tends to 0 through non-zero values of either sign, which is the meaning of `𝓝[≠] 0`.

The first two parts collect the earlier results. For the limit, |gh| < 1 holds once h is close enough to 0, so the explicit bound applies; its right-hand side g⁴h²/100 tends to 0, and `squeeze_zero'` carries the deviation from g²/6 to 0 with it.

```lean
/-- For `u = r^g` with `0 < g < 1`, the relative error at the first point `r = h` of a uniform grid
is the same positive number `2^(g-1)/g - 1` for every step `h > 0`. On a logarithmic grid with step
`h ≠ 0` it is `sinh(gh)/(gh) - 1` at every point, and divided by `h²` it tends to `g²/6` as `h → 0`.
-/
theorem uniform_versus_log_grid {g : ℝ} (hg : 0 < g) (hg1 : g < 1) :
    (∀ h : ℝ, 0 < h → relError (radial g) h h = 2 ^ (g - 1) / g - 1 ∧
      0 < relError (radial g) h h) ∧
    (∀ x h : ℝ, h ≠ 0 →
      relError (logRadial g) x h = Real.sinh (g * h) / (g * h) - 1) ∧
    (∀ x : ℝ, Tendsto (fun h => relError (logRadial g) x h / h ^ 2)
      (𝓝[≠] 0) (𝓝 (g ^ 2 / 6))) := by
  refine ⟨fun h hh => ?_, fun x h hh => relError_log hg.ne' hh x, fun x => ?_⟩
  · rw [relError_first_point hg hh]
    exact ⟨rfl, first_point_error_pos hg hg1⟩
  · have hc : Continuous fun h : ℝ => |g * h| := by fun_prop
    have hsmall : {h : ℝ | |g * h| < 1} ∈ 𝓝 (0 : ℝ) :=
      (isOpen_lt hc continuous_const).mem_nhds (by simp)
    have hq : Continuous fun h : ℝ => g ^ 4 * h ^ 2 / 100 := by fun_prop
    have hlim : Tendsto (fun h : ℝ => g ^ 4 * h ^ 2 / 100) (𝓝[≠] 0) (𝓝 0) := by
      have h0 := hq.tendsto 0
      norm_num at h0
      exact h0.mono_left nhdsWithin_le_nhds
    -- squeeze the deviation from g²/6 by the explicit bound
    rw [tendsto_iff_norm_sub_tendsto_zero]
    refine squeeze_zero' (Eventually.of_forall fun h => norm_nonneg _) ?_ hlim
    filter_upwards [nhdsWithin_le_nhds hsmall, self_mem_nhdsWithin] with h h1 h2
    rw [Real.norm_eq_abs]
    exact relError_log_bound hg.ne' h2 (le_of_lt h1) x
```

## The Dirac exponent of a point nucleus

Let Z be the nuclear charge number and α the fine-structure constant. Near a point nucleus the Coulomb and angular terms, both proportional to 1/r, dominate the radial Dirac equations. Inserting P = a r^g and Q = b r^g for the reduced large and small components (r times the radial factors of the spinor) leaves

(g + κ) a = Zα b,
(g − κ) b = −Zα a,

so g² = κ² − (Zα)². The solution with the positive root for |κ| = 1 has g = √(1 − (Zα)²). The file takes this exponent as a definition, with z standing for Zα; it does not derive it from the Dirac equation.

```lean
/-- The small-`r` exponent `√(1 - (Zα)²)` of the point-nucleus Dirac radial functions with
`|κ| = 1`, as a function of `z = Zα` for `|z| ≤ 1`. -/
def diracExponent (z : ℝ) : ℝ := Real.sqrt (1 - z ^ 2)
```

If 0 < z < 1, then 1 − z² lies strictly between 0 and 1, and so does its square root. These are `h0` and `h1` below, and the main theorem then gives the positive error at the first point, for every step h > 0. For Zα = 0.6, for instance, g = 0.8 and the error is about 9 %; the earlier example g = 1/2, with its 41 %, corresponds to Zα = √3/2 ≈ 0.87.

```lean
/-- For `0 < Zα < 1` the power law with the `|κ| = 1` Dirac exponent has a positive relative error
at the first point `r = h` of a uniform grid, for every step `h > 0`. -/
theorem dirac_first_point_error_pos {z h : ℝ} (hz : 0 < z) (hz1 : z < 1) (hh : 0 < h) :
    0 < relError (radial (diracExponent z)) h h := by
  have h0 : 0 < diracExponent z := Real.sqrt_pos.mpr (by nlinarith)
  have h1 : diracExponent z < 1 := by
    unfold diracExponent
    rw [Real.sqrt_lt' one_pos]
    nlinarith [pow_pos hz 2]
  exact ((uniform_versus_log_grid h0 h1).1 h hh).2

end

end RadialDiracGrid
```

For relativistic atomic calculations with a point nucleus, this shows that refining a uniform grid does not reduce the relative error of the central difference at its first point, within the model of a single pure power law. It concerns the derivative at individual grid points and gives no estimate of the resulting error in orbital energies. An extended nucleus changes the behaviour at the origin, and for |κ| ≥ 2 with Zα < 1 the exponent exceeds 1, so neither case falls under the positivity result.

```lean
#print axioms RadialDiracGrid.relError_scale
#print axioms RadialDiracGrid.dirac_first_point_error_pos
```

```
'RadialDiracGrid.relError_scale' depends on axioms: [propext, Classical.choice, Quot.sound]
'RadialDiracGrid.dirac_first_point_error_pos' depends on axioms: [propext, Classical.choice, Quot.sound]
```
